# Averaged over the 24 octahedral rotations, circular dichroism (rate at helicity $+1$ minus rate at helicity $-1$, in units of the common prefactor) is $-\tfrac43\,\mathrm{Im}(d\cdot\bar m)$ for any symmetric quadrupole

**Q:** You replace a liquid, where molecules point in every direction, by 24 orientations. Why should I accept that as random orientation?

**A:** The average runs over the rotations $R$ that map a cube to itself. Products of two or three entries of $R$, which govern the dipole rates and the dipole–quadrupole interference, have the same averages over this group as over all rotations. That comparison is ordinary tensor algebra which I am adding; the theorems concern the 24 rotations. Products of four entries can differ, so the pure quadrupole rate need not be the liquid's value. Its helicity-dependent part averages to zero in both cases, by a half-turn about $x$, and the rest cancels between the two helicities.

**Q:** What is the molecule, and what is the light?

**A:** The molecule has complex transition moments, taken as matrix elements $\langle\text{final}|\cdot|\text{initial}\rangle$: $d$ (electric dipole), $m$ (magnetic dipole) and a symmetric matrix $Q$ (electric quadrupole). The wave travels along $z$ with time factor $\exp(-i\omega t)$, helicity $s=\pm1$, polarisation $e=(1,is,0)/\sqrt2$ and magnetic vector $b=-ise$, which is $\hat z\times e$. With axes numbered 0, 1, 2 and $T=RQR^{\mathsf T}$, the amplitude is

$$A=Rd\cdot e+Rm\cdot b+\kappa\,(Te)_2 .$$

The dots do not conjugate. The complex constant $\kappa$ stands for the field gradient along $z$: it absorbs the wavenumber, the phase $i$ and the normalisation of $Q$.

**Q:** Derive the dichroism by hand.

**A:** Since $b=-ise$, the dipoles enter only through $v=d-ism$. Put $X=(Rv)_0+\kappa T_{20}$ and $Y=(Rv)_1+\kappa T_{21}$. Then $A=(X+isY)/\sqrt2$ and

$$|A|^2=\tfrac12\left(|X|^2+|Y|^2\right)+s\,\mathrm{Im}(X\bar Y).$$

Three sums over the group are needed.

1. $\sum_R R_{ia}R_{jb}=8\,\delta_{ij}\delta_{ab}$. Each entry is $\pm1$ in 8 of the 24 matrices. Two different entries of one row or column are never both non-zero, and otherwise a half-turn that flips row $i$ but not row $j$ reverses the sign.
2. $\sum_R R_{ia}R_{jb}R_{kc}$ is antisymmetric in $b,c$. Half-turns make it vanish unless $a,b,c$ are all different; a quarter-turn about axis $a$ then exchanges $b$ and $c$ with a minus sign. Contracted with a symmetric tensor it gives zero, so every dipole–quadrupole interference averages out.
3. A half-turn about $x$ reverses $T_{20}$ and preserves $T_{21}$, so $T_{20}\overline{T_{21}}$ averages to zero.

Hence $\mathrm{Im}(X\bar Y)$ averages to zero, and

$$\langle|A|^2\rangle=\frac{|v|^2}{3}+\frac{|\kappa|^2}{2}\left\langle|T_{20}|^2+|T_{21}|^2\right\rangle .$$

The last term does not contain $s$. Expanding $|v|^2=|d|^2+|m|^2-2s\,\mathrm{Im}(d\cdot\bar m)$ and subtracting $s=-1$ from $s=1$ gives $-\tfrac43\mathrm{Im}(d\cdot\bar m)$.

**Q:** Where do the rotations appear in the code?

**A:** They are integer matrices, `rot g`, with one entry $\pm1$ per row. The label `g` holds a cyclic shift, a handedness and two signs; the third sign is fixed so that the determinant is 1.

```lean
import Mathlib

open Matrix Complex ComplexConjugate

namespace OrientedCircularDichroism

noncomputable section

/-- The matrix whose row `i` has the single non-zero entry `u i = ±1`, in column `k i`. -/
def signedPerm (k : Fin 3 → Fin 3) (u : Fin 3 → ℤˣ) : Matrix (Fin 3) (Fin 3) ℤ :=
  Matrix.of fun i j => if j = k i then (u i : ℤ) else 0

/-- Labels of the 24 orientations: a cyclic shift of the axes, a handedness of the axis
permutation, and the signs of the first two rows. -/
abbrev OctIndex := Fin 3 × ℤˣ × ℤˣ × ℤˣ

/-- The octahedral rotation with a given label. -/
def rot (g : OctIndex) : Matrix (Fin 3) (Fin 3) ℤ :=
  signedPerm (fun i => if g.2.1 = 1 then g.1 + i else g.1 - i)
    ![g.2.2.1, g.2.2.2, g.2.1 * g.2.2.1 * g.2.2.2]
```

**Q:** And the physical quantities?

**A:** `rotC` turns the integers into complex numbers, `rotVec` is $Rv$, `rotTen` is $RQR^{\mathsf T}$, and `orientAvg` divides the sum by 24. `pol`, `mag` and `amp` are $e$, $b$ and $A$. `meanRate` is $\langle|A|^2\rangle$, since `normSq` is the squared modulus, and `quadStrength` is the average multiplying $|\kappa|^2/2$.

```lean
/-- The octahedral rotation as a complex matrix. -/
def rotC (g : OctIndex) : Matrix (Fin 3) (Fin 3) ℂ := (rot g).map fun z => (z : ℂ)

/-- A rotated vector moment `R v`. -/
def rotVec (g : OctIndex) (v : Fin 3 → ℂ) : Fin 3 → ℂ := rotC g *ᵥ v

/-- A rotated tensor moment `R Q Rᵀ`. -/
def rotTen (g : OctIndex) (Q : Matrix (Fin 3) (Fin 3) ℂ) : Matrix (Fin 3) (Fin 3) ℂ :=
  rotC g * Q * (rotC g)ᵀ

/-- The mean over the 24 orientations. -/
def orientAvg (f : OctIndex → ℝ) : ℝ := (∑ g, f g) / 24

/-- Circular polarisation `e = (1, i s, 0)/√2` of a wave along `z`. -/
def pol (s : ℝ) : Fin 3 → ℂ :=
  ![(((√2)⁻¹ : ℝ) : ℂ), I * s * (((√2)⁻¹ : ℝ) : ℂ), 0]

/-- The magnetic vector `b = -i s e` of the circular wave. -/
def mag (s : ℝ) : Fin 3 → ℂ := fun i => -(I * s) * pol s i

/-- Transition amplitude of a rotated molecule: electric dipole, magnetic dipole, and electric
quadrupole coupled with strength `κ` to the field gradient along `z`. -/
def amp (d m : Fin 3 → ℂ) (Q : Matrix (Fin 3) (Fin 3) ℂ) (κ : ℂ) (s : ℝ) (g : OctIndex) : ℂ :=
  rotVec g d ⬝ᵥ pol s + rotVec g m ⬝ᵥ mag s + κ * (rotTen g Q *ᵥ pol s) 2

/-- The orientation-averaged absorption rate, in units of the common prefactor. -/
def meanRate (d m : Fin 3 → ℂ) (Q : Matrix (Fin 3) (Fin 3) ℂ) (κ : ℂ) (s : ℝ) : ℝ :=
  orientAvg fun g => normSq (amp d m Q κ s g)

/-- The mean over the orientations of `|T_zx|² + |T_zy|²`, where `T` is the rotated quadrupole. -/
def quadStrength (Q : Matrix (Fin 3) (Fin 3) ℂ) : ℝ :=
  orientAvg fun g => normSq (rotTen g Q 2 0) + normSq (rotTen g Q 2 1)
```

**Q:** What does this leave out?

**A:** Line shapes, the common prefactor, multipoles beyond these three, and any derivation of the moments from a wavefunction. The units of $m$ are chosen so that both dipoles couple with equal weight. Within this model of one transition with fixed moments, the result says which computed quantity the orientation-averaged difference of the two rates depends on: $\mathrm{Im}(d\cdot\bar m)$, without the quadrupole.

**Q:** How do I know your labels didn't miss a rotation, or count one twice?

**A:** `rot_range` says that the labelled matrices are exactly the integer matrices with $MM^{\mathsf T}=1$ and $\det M=1$. One direction is a finite check. For the other, a row of unit length has entries in $\{-1,0,1\}$, so it is a signed coordinate vector; a second finite check finds a label for every such matrix of determinant 1. `rot_injective` excludes double counting.

```lean
/-- The labelled matrices are exactly the integer rotation matrices. -/
theorem rot_range (M : Matrix (Fin 3) (Fin 3) ℤ) :
    (∃ g, rot g = M) ↔ M * Mᵀ = 1 ∧ M.det = 1 := by
  constructor
  · rintro ⟨g, rfl⟩
    have h1 : ∀ g, rot g * (rot g)ᵀ = 1 := by decide +kernel
    have h2 : ∀ g, (rot g).det = 1 := by
      simp only [Matrix.det_fin_three]
      decide +kernel
    exact ⟨h1 g, h2 g⟩
  · rintro ⟨ho, hd⟩
    -- an integer row of unit length is a signed coordinate vector
    have unit : ∀ x ∈ Finset.Icc (-1 : ℤ) 1, ∀ y ∈ Finset.Icc (-1 : ℤ) 1,
        ∀ z ∈ Finset.Icc (-1 : ℤ) 1, x * x + y * y + z * z = 1 →
        ∃ k : Fin 3, ∃ u : ℤˣ, ∀ j, ![x, y, z] j = if j = k then (u : ℤ) else 0 := by
      decide +kernel
    have row : ∀ i, ∃ k : Fin 3, ∃ u : ℤˣ, ∀ j, M i j = if j = k then (u : ℤ) else 0 := by
      intro i
      have h := congrFun (congrFun ho i) i
      simp only [Matrix.mul_apply, Matrix.transpose_apply, Fin.sum_univ_three,
        Matrix.one_apply_eq] at h
      have h0 := mul_self_nonneg (M i 0)
      have h1 := mul_self_nonneg (M i 1)
      have h2 := mul_self_nonneg (M i 2)
      obtain ⟨k, u, hk⟩ := unit (M i 0) (Finset.mem_Icc.2 ⟨by nlinarith, by nlinarith⟩)
        (M i 1) (Finset.mem_Icc.2 ⟨by nlinarith, by nlinarith⟩)
        (M i 2) (Finset.mem_Icc.2 ⟨by nlinarith, by nlinarith⟩) h
      refine ⟨k, u, fun j => ?_⟩
      rw [← hk j]
      fin_cases j <;> rfl
    choose k u hk using row
    have hM : M = signedPerm k u := by
      ext i j
      exact hk i j
    have key : ∀ k u, (signedPerm k u).det = 1 → ∃ g, rot g = signedPerm k u := by
      simp only [Matrix.det_fin_three]
      decide +kernel
    rw [hM] at hd ⊢
    exact key k u hd

/-- Different labels give different rotations. -/
theorem rot_injective : Function.Injective rot := by
  have h : ∀ g g', rot g = rot g' → g = g' := by decide +kernel
  exact fun g g' => h g g'
```

**Q:** Are the three group sums proved by your half-turn arguments?

**A:** No, by enumeration. In each lemma `decide +kernel` evaluates the integer sums for all indices, `exact_mod_cast` carries them to the complex numbers, and `e` pulls the moments of the molecule out of the sum over `g`. In `sum_vec_quadrupole`, `hQ` is used to rewrite $Q_{cb}$ as $Q_{bc}$, and the final `linear_combination` then cancels the paired terms. The vector `w` is arbitrary, so $\bar d$ and $\bar m$ are both covered.

```lean
/-- Summed over the orientations, products of two vector components are isotropic. -/
theorem sum_vec_vec (v w : Fin 3 → ℂ) (i j : Fin 3) :
    ∑ g, rotVec g v i * rotVec g w j = if i = j then 8 * (v ⬝ᵥ w) else 0 := by
  have h : ∀ i j a b, ∑ g, rot g i a * rot g j b = if i = j ∧ a = b then 8 else 0 := by
    decide +kernel
  have hC : ∀ a b, ∑ g, rotC g i a * rotC g j b = if i = j ∧ a = b then 8 else 0 := by
    intro a b
    simp only [rotC, Matrix.map_apply]
    exact_mod_cast h i j a b
  have e : ∑ g, rotVec g v i * rotVec g w j
      = ∑ a, ∑ b, (∑ g, rotC g i a * rotC g j b) * (v a * w b) := by
    simp only [rotVec, Matrix.mulVec, dotProduct, Fin.sum_univ_three, Finset.sum_mul,
      ← Finset.sum_add_distrib]
    exact Finset.sum_congr rfl fun g _ => by ring
  rw [e]
  simp only [hC]
  by_cases hij : i = j
  · simp [hij, dotProduct, Finset.mul_sum]
  · simp [hij]

/-- The interference of any vector moment with a symmetric quadrupole sums to zero over the
orientations, component by component. -/
theorem sum_vec_quadrupole (w : Fin 3 → ℂ) {Q : Matrix (Fin 3) (Fin 3) ℂ} (hQ : Q.IsSymm)
    (i j k : Fin 3) : ∑ g, rotVec g w i * rotTen g Q j k = 0 := by
  -- the third moment is antisymmetric in its last two molecular indices
  have h : ∀ i j k a b c, ∑ g, rot g i a * rot g j b * rot g k c
      + ∑ g, rot g i a * rot g j c * rot g k b = 0 := by decide +kernel
  have hC : ∀ a b c, ∑ g, rotC g i a * rotC g j b * rotC g k c
      + ∑ g, rotC g i a * rotC g j c * rotC g k b = 0 := by
    intro a b c
    simp only [rotC, Matrix.map_apply]
    exact_mod_cast h i j k a b c
  have e : ∑ g, rotVec g w i * rotTen g Q j k
      = ∑ a, ∑ b, ∑ c, (∑ g, rotC g i a * rotC g j b * rotC g k c) * (w a * Q b c) := by
    simp only [rotVec, rotTen, Matrix.mulVec, dotProduct, Matrix.mul_apply,
      Matrix.transpose_apply, Fin.sum_univ_three, Finset.sum_mul, ← Finset.sum_add_distrib]
    exact Finset.sum_congr rfl fun g _ => by ring
  rw [e]
  refine Finset.sum_eq_zero fun a _ => ?_
  simp only [Fin.sum_univ_three]
  rw [hQ.apply 0 1, hQ.apply 0 2, hQ.apply 1 2]
  linear_combination (w a * Q 0 0 / 2) * hC a 0 0 + (w a * Q 1 1 / 2) * hC a 1 1
    + (w a * Q 2 2 / 2) * hC a 2 2 + (w a * Q 0 1) * hC a 0 1
    + (w a * Q 0 2) * hC a 0 2 + (w a * Q 1 2) * hC a 1 2

/-- The product of the `zx` component of one rotated tensor and the `zy` component of another sums
to zero over the orientations. -/
theorem sum_quadrupole_quadrupole (P Q : Matrix (Fin 3) (Fin 3) ℂ) :
    ∑ g, rotTen g P 2 0 * rotTen g Q 2 1 = 0 := by
  have h : ∀ a b c d, ∑ g, rot g 2 a * rot g 0 b * (rot g 2 c * rot g 1 d) = 0 := by
    decide +kernel
  have hC : ∀ a b c d, ∑ g, rotC g 2 a * rotC g 0 b * (rotC g 2 c * rotC g 1 d) = 0 := by
    intro a b c d
    simp only [rotC, Matrix.map_apply]
    exact_mod_cast h a b c d
  have e : ∑ g, rotTen g P 2 0 * rotTen g Q 2 1 = ∑ a, ∑ b, ∑ c, ∑ d,
      (∑ g, rotC g 2 a * rotC g 0 b * (rotC g 2 c * rotC g 1 d)) * (P a b * Q c d) := by
    simp only [rotTen, Matrix.mul_apply, Matrix.transpose_apply, Fin.sum_univ_three,
      Finset.sum_mul, ← Finset.sum_add_distrib]
    exact Finset.sum_congr rfl fun g _ => by ring
  rw [e]
  simp only [hC, zero_mul, Finset.sum_const_zero]
```

**Q:** Then the rate formula is only bookkeeping?

**A:** Yes, and `meanRate_eq` does it for real `s` with `s ^ 2 = 1`. `hA` merges the dipoles into `v`. `S` expands the summed $|A|^2$ into the direct terms and all the interferences, using `hc` for $(1/\sqrt2)^2=\tfrac12$ and `hI` for $(is)^2=-1$. Because $R$ is real, conjugating a rotated moment is the same as rotating the conjugate (`hv`, `hT`), so the three lemmas apply and remove the interferences.

```lean
/-- For a symmetric quadrupole and helicity `s = ±1`, the mean rate is `|d - i s m|²/3` plus a
quadrupole term that does not contain `s`. -/
theorem meanRate_eq (d m : Fin 3 → ℂ) {Q : Matrix (Fin 3) (Fin 3) ℂ} (hQ : Q.IsSymm) (κ : ℂ)
    {s : ℝ} (hs : s ^ 2 = 1) :
    meanRate d m Q κ s
      = (∑ a, normSq (d a - I * s * m a)) / 3 + normSq κ * quadStrength Q / 2 := by
  let v : Fin 3 → ℂ := fun a => d a - I * s * m a
  let v' : Fin 3 → ℂ := fun a => conj (v a)
  let Q' : Matrix (Fin 3) (Fin 3) ℂ := Q.map (starRingEnd ℂ)
  have hQ' : Q'.IsSymm := hQ.map _
  have hv : ∀ g i, conj (rotVec g v i) = rotVec g v' i := by
    intro g i
    simp only [rotVec, rotC, Matrix.mulVec, dotProduct, Matrix.map_apply, map_sum, map_mul,
      map_intCast, v']
  have hT : ∀ g i j, conj (rotTen g Q i j) = rotTen g Q' i j := by
    intro g i j
    simp only [rotTen, rotC, Matrix.mul_apply, Matrix.transpose_apply, Matrix.map_apply,
      map_sum, map_mul, map_intCast, Q']
  have hu : ∀ g i, rotVec g v i = rotVec g d i - I * s * rotVec g m i := by
    intro g i
    simp only [rotVec, Matrix.mulVec, dotProduct, Fin.sum_univ_three, v]
    ring
  have hr : (√2)⁻¹ * (√2)⁻¹ = (1 / 2 : ℝ) := by
    rw [← mul_inv, Real.mul_self_sqrt (by norm_num)]
    norm_num
  have hc : (((√2)⁻¹ : ℝ) : ℂ) * (((√2)⁻¹ : ℝ) : ℂ) = 1 / 2 := by
    rw [← Complex.ofReal_mul, hr]
    norm_num
  have hs' : (s : ℂ) ^ 2 = 1 := by exact_mod_cast hs
  have hI : (I * s) * (I * s) = -1 := by linear_combination (s : ℂ) ^ 2 * I_sq - hs'
  -- electric and magnetic dipoles merge into the single vector `v`
  have hA : ∀ g, amp d m Q κ s g = (((√2)⁻¹ : ℝ) : ℂ) * ((rotVec g v 0 + κ * rotTen g Q 2 0)
      + I * s * (rotVec g v 1 + κ * rotTen g Q 2 1)) := by
    intro g
    rw [hu, hu]
    simp only [amp, mag, pol, dotProduct, Matrix.mulVec, Fin.sum_univ_three, Matrix.cons_val]
    ring
  have S : ∑ g, (normSq (amp d m Q κ s g) : ℂ)
      = 1 / 2 * (∑ g, rotVec g v 0 * rotVec g v' 0 + ∑ g, rotVec g v 1 * rotVec g v' 1)
      + (normSq κ : ℂ) / 2 *
        ∑ g, ((normSq (rotTen g Q 2 0) : ℂ) + (normSq (rotTen g Q 2 1) : ℂ))
      + I * s / 2 * (∑ g, rotVec g v 1 * rotVec g v' 0 - ∑ g, rotVec g v 0 * rotVec g v' 1)
      + conj κ / 2 * (∑ g, rotVec g v 0 * rotTen g Q' 2 0 + ∑ g, rotVec g v 1 * rotTen g Q' 2 1)
      + conj κ * (I * s) / 2 *
        (∑ g, rotVec g v 1 * rotTen g Q' 2 0 - ∑ g, rotVec g v 0 * rotTen g Q' 2 1)
      + κ / 2 * (∑ g, rotVec g v' 0 * rotTen g Q 2 0 + ∑ g, rotVec g v' 1 * rotTen g Q 2 1)
      + κ * (I * s) / 2 *
        (∑ g, rotVec g v' 0 * rotTen g Q 2 1 - ∑ g, rotVec g v' 1 * rotTen g Q 2 0)
      + κ * conj κ * (I * s) / 2 *
        (∑ g, rotTen g Q' 2 0 * rotTen g Q 2 1 - ∑ g, rotTen g Q 2 0 * rotTen g Q' 2 1) := by
    simp only [← Finset.sum_add_distrib, ← Finset.sum_sub_distrib, Finset.mul_sum]
    refine Finset.sum_congr rfl fun g _ => ?_
    simp only [← Complex.mul_conj]
    simp only [hA, map_mul, map_add, conj_I, conj_ofReal, hv, hT]
    linear_combination
      ((rotVec g v 0 + κ * rotTen g Q 2 0 + I * s * (rotVec g v 1 + κ * rotTen g Q 2 1))
        * (rotVec g v' 0 + conj κ * rotTen g Q' 2 0
          - I * s * (rotVec g v' 1 + conj κ * rotTen g Q' 2 1))) * hc
      - ((rotVec g v 1 + κ * rotTen g Q 2 1)
        * (rotVec g v' 1 + conj κ * rotTen g Q' 2 1) / 2) * hI
  have hN : v ⬝ᵥ v' = ∑ a, (normSq (d a - I * s * m a) : ℂ) := by
    simp only [dotProduct, v', v, Complex.mul_conj]
  -- all interference sums vanish
  simp only [sum_vec_vec, sum_vec_quadrupole _ hQ, sum_vec_quadrupole _ hQ',
    sum_quadrupole_quadrupole, hN, if_true, one_ne_zero, zero_ne_one, if_false] at S
  apply Complex.ofReal_injective
  simp only [meanRate, orientAvg, quadStrength]
  push_cast
  rw [S]
  ring
```

**Q:** And the dichroism itself? I would have written $d\cdot m$.

**A:** That can get the handedness wrong: unlike $d\cdot\bar m$, it changes when $d$ and $m$ are multiplied by a common phase. Lean's `⬝ᵥ` does not conjugate, so the theorem writes `conj (m a)` explicitly. Take $d=(1,0,0)$, $m=(i,0,0)$ and no quadrupole. The mean rates are $\tfrac43$ for $s=1$ and $0$ for $s=-1$, so the difference is $+\tfrac43$. The formula agrees, because $\mathrm{Im}(d\cdot\bar m)=-1$; without the bar the sign flips.

`circular_dichroism` holds for all `d`, `m` and `κ` and every symmetric `Q`. Its proof applies the rate formula at both helicities and expands the squares.

```lean
/-- Circular dichroism averaged over the 24 orientations: the mean rates for `s = 1` and `s = -1`
differ by `-(4/3) Im (d · conj m)`, for every symmetric quadrupole and every coupling `κ`. -/
theorem circular_dichroism (d m : Fin 3 → ℂ) {Q : Matrix (Fin 3) (Fin 3) ℂ} (hQ : Q.IsSymm)
    (κ : ℂ) :
    meanRate d m Q κ 1 - meanRate d m Q κ (-1)
      = -(4 / 3) * (d ⬝ᵥ fun a => conj (m a)).im := by
  rw [meanRate_eq d m hQ κ (by norm_num), meanRate_eq d m hQ κ (by norm_num)]
  simp [Fin.sum_univ_three, dotProduct, normSq_apply]
  ring
```

**Q:** In your example one helicity isn't absorbed at all. When does that happen?

**A:** With `Q` and `κ` set to zero, the mean rate is $|v|^2/3$. A sum of squared moduli vanishes only if every term does, so the condition is $d=ism$, component by component. Averaging non-negative rates gives zero only if each is zero, so such a molecule is dark to that helicity in all 24 orientations.

```lean
/-- Without quadrupole coupling, the mean rate for helicity `s = ±1` vanishes exactly when
`d = i s m`. -/
theorem meanRate_eq_zero_iff (d m : Fin 3 → ℂ) {s : ℝ} (hs : s ^ 2 = 1) :
    meanRate d m 0 0 s = 0 ↔ ∀ a, d a = I * s * m a := by
  rw [meanRate_eq d m Matrix.isSymm_zero 0 hs, map_zero, zero_mul, zero_div, add_zero,
    div_eq_zero_iff, or_iff_left (by norm_num : ¬(3 : ℝ) = 0),
    Finset.sum_eq_zero_iff_of_nonneg fun a _ => normSq_nonneg _]
  simp only [Finset.mem_univ, true_imp_iff, normSq_eq_zero, sub_eq_zero]

end

end OrientedCircularDichroism
```

```lean
#print axioms OrientedCircularDichroism.rot_range
-- 'OrientedCircularDichroism.rot_range' depends on axioms: [propext, Classical.choice, Quot.sound]
#print axioms OrientedCircularDichroism.rot_injective
-- 'OrientedCircularDichroism.rot_injective' depends on axioms: [propext, Classical.choice, Quot.sound]
#print axioms OrientedCircularDichroism.circular_dichroism
-- 'OrientedCircularDichroism.circular_dichroism' depends on axioms: [propext, Classical.choice, Quot.sound]
#print axioms OrientedCircularDichroism.meanRate_eq_zero_iff
-- 'OrientedCircularDichroism.meanRate_eq_zero_iff' depends on axioms: [propext, Classical.choice, Quot.sound]
```
